# Partial Widths Sum to the Total Width in a Finite-Channel Model of Core-Hole Decay

An atom that has lost a core electron can fill the hole with a valence electron and eject another one, the Auger electron. Usually several final states of the ion are open, and an electron spectrometer can tell them apart if their energies differ enough. The lifetime broadening of the core-hole state, by contrast, is a single number. If several core-hole configurations lie close in energy, they can mix with each other and share decay channels, and the decaying state is then a superposition. How is its one width divided among the channels?

Let $V$ be the complex inner product space of core-hole states, with $\langle\cdot,\cdot\rangle$ conjugate-linear in the first slot, as in Lean's `⟪f, g⟫_ℂ`. A Hermitian operator $H$ describes the configurations and their mutual coupling. Each channel $k$, a final ionic state together with the angular momentum and spin of the Auger electron, has a coupling vector $w_k\in V$. The effective Hamiltonian is

$$H_{\rm eff}=H-\frac i2\sum_k |w_k\rangle\langle w_k| .$$

This form is taken as given, and radiative decay, which also contributes to the lifetime broadening of a real core hole, is left out. It stands for a continuum that has been eliminated, with couplings that do not vary with energy and with the real level shifts absorbed into $H$. The factor $\sqrt{2\pi}$ of the golden rule is contained in $w_k$, so $|\langle w_k,f\rangle|^2$ is an energy. Call it the partial width $\Gamma_k(f)$. Units have $\hbar=1$.

In Lean, `V` may have any dimension, but `H` is a linear map defined on all of it, so a Hamiltonian with a smaller domain is not covered. The channels are indexed by a finite type `ι`, which may be empty.

```lean
import Mathlib

open Complex
open scoped InnerProductSpace ComplexConjugate

namespace AugerPartialWidths

noncomputable section

variable {V ι : Type*} [NormedAddCommGroup V] [InnerProductSpace ℂ V] [Fintype ι]
```

The operator $|w\rangle\langle w|$ is `channelOp w`. Most of its definition is the check that it is linear.

```lean
/-- The operator `|w⟩⟨w|` of a decay channel with coupling vector `w`. -/
def channelOp (w : V) : V →ₗ[ℂ] V where
  toFun f := ⟪w, f⟫_ℂ • w
  map_add' f g := by rw [inner_add_right, add_smul]
  map_smul' c f := by rw [inner_smul_right, mul_smul, RingHom.id_apply]

/-- The effective Hamiltonian `H - (i/2) ∑ₖ |wₖ⟩⟨wₖ|` of core-hole states that decay into
the channels `wₖ`. -/
def effHam (H : V →ₗ[ℂ] V) (w : ι → V) : V →ₗ[ℂ] V :=
  H - (I / 2) • ∑ k, channelOp (w k)

/-- The partial width `|⟨w, f⟩|²` of the state `f` for the channel `w`. -/
def partialWidth (w f : V) : ℝ := ‖⟪w, f⟫_ℂ‖ ^ 2
```

## (a) The effective Hamiltonian acting on a state

Show that for every $f\in V$

$$H_{\rm eff}f=Hf-\frac i2\sum_k\langle w_k,f\rangle\,w_k .$$

By definition $|w_k\rangle\langle w_k|$ sends $f$ to $\langle w_k,f\rangle w_k$. A sum of operators acts term by term, and the prefactor $i/2$ multiplies the result. Lean unfolds the two definitions in the same way.

```lean
/-- The action of the effective Hamiltonian on a state. -/
theorem effHam_apply (H : V →ₗ[ℂ] V) (w : ι → V) (f : V) :
    effHam H w f = H f - (I / 2) • ∑ k, ⟪w k, f⟫_ℂ • w k := by
  simp [effHam, channelOp, LinearMap.sum_apply]
```

## (b) Amplitudes and their conjugates

Show that

$$\sum_k\langle f,w_k\rangle\langle w_k,f\rangle=\sum_k\Gamma_k(f).$$

Since $\langle f,w_k\rangle=\overline{\langle w_k,f\rangle}$, each term on the left has the form $\bar z z=|z|^2$ with $z=\langle w_k,f\rangle$, which is $\Gamma_k(f)$.

The left side is a complex expression and the right side a real number, so the Lean statement reads the real sum as a complex number. The proof compares the sums term by term, with `inner_conj_symm` supplying the conjugation.

```lean
/-- The channel amplitudes of a state, multiplied by their conjugates and summed, give the
sum of its partial widths. -/
theorem sum_amplitudes (w : ι → V) (f : V) :
    ∑ k, ⟪f, w k⟫_ℂ * ⟪w k, f⟫_ℂ = ((∑ k, partialWidth (w k) f : ℝ) : ℂ) := by
  rw [Complex.ofReal_sum]
  refine Finset.sum_congr rfl fun k _ => ?_
  rw [← inner_conj_symm f (w k), ← Complex.normSq_eq_conj_mul_self,
    Complex.normSq_eq_norm_sq, partialWidth]
```

## (c) The non-Hermitian part

Let $f,g\in V$ be arbitrary. Show that

$$\langle f,H_{\rm eff}g\rangle-\langle H_{\rm eff}f,g\rangle=-i\sum_k\langle f,w_k\rangle\langle w_k,g\rangle .$$

Write $S$ for the sum on the right. By (a),

$$\langle f,H_{\rm eff}g\rangle=\langle f,Hg\rangle-\frac i2\sum_k\langle w_k,g\rangle\langle f,w_k\rangle=\langle f,Hg\rangle-\frac i2S .$$

In the other term, scalars leave the first slot conjugated. The factor $i/2$ becomes $-i/2$, and $\langle w_k,f\rangle$ becomes $\langle f,w_k\rangle$:

$$\langle H_{\rm eff}f,g\rangle=\langle Hf,g\rangle+\frac i2S .$$

Subtract. The terms with $H$ cancel because $H$ is Hermitian, and $-iS$ remains.

Hermiticity is the hypothesis `H.IsSymmetric`, which says $\langle Hf,g\rangle=\langle f,Hg\rangle$ for all $f$ and $g$. In the proof, `h1` and `h2` evaluate the two sums, `h3` conjugates $i/2$, and the last line uses Hermiticity to cancel the terms with $H$.

```lean
/-- For Hermitian `H`, the failure of the effective Hamiltonian to be Hermitian is given by
the channel amplitudes alone. -/
theorem effHam_antiHermitian {H : V →ₗ[ℂ] V} (hH : H.IsSymmetric) (w : ι → V) (f g : V) :
    ⟪f, effHam H w g⟫_ℂ - ⟪effHam H w f, g⟫_ℂ
      = -I * ∑ k, ⟪f, w k⟫_ℂ * ⟪w k, g⟫_ℂ := by
  have h1 : ⟪f, ∑ k, ⟪w k, g⟫_ℂ • w k⟫_ℂ = ∑ k, ⟪f, w k⟫_ℂ * ⟪w k, g⟫_ℂ := by
    rw [inner_sum]
    refine Finset.sum_congr rfl fun k _ => ?_
    rw [inner_smul_right, mul_comm]
  have h2 : ⟪∑ k, ⟪w k, f⟫_ℂ • w k, g⟫_ℂ = ∑ k, ⟪f, w k⟫_ℂ * ⟪w k, g⟫_ℂ := by
    rw [sum_inner]
    refine Finset.sum_congr rfl fun k _ => ?_
    rw [inner_smul_left, inner_conj_symm]
  have h3 : conj (I / 2) = -(I / 2) := by
    rw [map_div₀, Complex.conj_I, map_ofNat]
    ring
  rw [effHam_apply, effHam_apply, inner_sub_right, inner_sub_left, inner_smul_right,
    inner_smul_left, h1, h2, h3]
  -- the Hermitian part cancels
  linear_combination -(hH f g)
```

## (d) Two resonances that share channels

Suppose $H_{\rm eff}f=Ef$ and $H_{\rm eff}g=E'g$. Show that

$$\sum_k\langle f,w_k\rangle\langle w_k,g\rangle=i\,(E'-\bar E)\,\langle f,g\rangle .$$

Insert the eigenvalue equations into the left side of (c). The energy $E'$ leaves the second slot unchanged and $E$ leaves the first slot conjugated, so

$$(E'-\bar E)\langle f,g\rangle=-iS .$$

Multiplying by $i$ gives the claim.

Neither vector has to be normalised, since both sides scale alike. If two resonances are orthogonal, the products $\overline{\langle w_k,f\rangle}\,\langle w_k,g\rangle$ of their channel amplitudes, with the first one conjugated, sum to zero. In Lean, the `linear_combination` step multiplies `h` by $-i$, because the sum is on the right side of `h` and on the left side of the claim, and it uses $i^2=-1$.

```lean
/-- For two resonances `f` and `g` with complex energies `E` and `E'`, the products of their channel
amplitudes, with that of `f` conjugated, sum to `i (E' - conj E) ⟨f, g⟩`. -/
theorem resonance_overlap {H : V →ₗ[ℂ] V} (hH : H.IsSymmetric) (w : ι → V) {f g : V}
    {E E' : ℂ} (hf : effHam H w f = E • f) (hg : effHam H w g = E' • g) :
    ∑ k, ⟪f, w k⟫_ℂ * ⟪w k, g⟫_ℂ = I * (E' - conj E) * ⟪f, g⟫_ℂ := by
  have h := effHam_antiHermitian hH w f g
  rw [hf, hg, inner_smul_right, inner_smul_left] at h
  linear_combination (-I) * h + (∑ k, ⟪f, w k⟫_ℂ * ⟪w k, g⟫_ℂ) * Complex.I_sq
```

## (e) Dividing the total width

Let $\|f\|=1$ and $H_{\rm eff}f=Ef$. The total width is $\Gamma=-2\,\mathrm{Im}\,E$, so that $E=E_r-i\Gamma/2$ with $E_r$ real. Show that

$$-2\,\mathrm{Im}\,E=\sum_k\Gamma_k(f),\qquad \Gamma_k(f)\ge 0\ \text{ for every } k .$$

Take $g=f$ and $E'=E$ in (d). By (b) the left side is $\sum_k\Gamma_k(f)$. On the right, $\langle f,f\rangle=1$ and $E-\bar E=2i\,\mathrm{Im}\,E$, which gives

$$i\cdot 2i\,\mathrm{Im}\,E=-2\,\mathrm{Im}\,E .$$

Each $\Gamma_k(f)$ is the square of a real number and hence nonnegative.

For a finite-channel effective Hamiltonian with energy-independent couplings, this lets one check computed partial widths against the complex eigenvalue. The check is made with a vector of Hermitian norm one. An eigenvector of a complex symmetric matrix that has been scaled to $f^{T}f=1$ has this norm only if its components are real; otherwise it is rescaled first.

The same argument applies to a complex absorbing potential. Let $H_\eta=H-i\eta W$ with $\eta>0$ and $W$ Hermitian and positive semidefinite. If $H_\eta f=Ef$ and $\|f\|=1$, take the imaginary part of $\langle f,H_\eta f\rangle=E$. Since $\langle f,Hf\rangle$ is real, $-2\,\mathrm{Im}\,E=2\eta\langle f,Wf\rangle\ge0$.

In the Lean theorem, `hnorm` is the normalisation and `hf` the eigenvalue equation. The proof applies `resonance_overlap` to the resonance and itself, then takes real parts to pass from a complex equation to a real one.

```lean
/-- The total width `-2 Im E` of a normalised core-hole resonance is the sum of its partial
widths `|⟨wₖ, f⟩|²`, each of which is nonnegative. -/
theorem total_width_eq_sum_partialWidth {H : V →ₗ[ℂ] V} (hH : H.IsSymmetric) (w : ι → V)
    {f : V} {E : ℂ} (hnorm : ‖f‖ = 1) (hf : effHam H w f = E • f) :
    -2 * E.im = ∑ k, partialWidth (w k) f ∧ ∀ k, 0 ≤ partialWidth (w k) f := by
  refine ⟨?_, fun k => sq_nonneg _⟩
  have hff : ⟪f, f⟫_ℂ = 1 := by
    rw [inner_self_eq_norm_sq_to_K, hnorm]
    simp
  -- the overlap relation of the resonance with itself
  have h := resonance_overlap hH w hf hf
  rw [sum_amplitudes, hff, mul_one] at h
  have hre := congrArg Complex.re h
  rw [Complex.ofReal_re] at hre
  rw [hre]
  simp only [Complex.mul_re, Complex.sub_re, Complex.sub_im, Complex.I_re, Complex.I_im,
    Complex.conj_re, Complex.conj_im]
  ring
```

## (f) When the energy is real

Let $f$ and $E$ be as in (e). Show that

$$\mathrm{Im}\,E=0\iff\langle w_k,f\rangle=0\ \text{ for every } k .$$

If $\mathrm{Im}\,E=0$, then (e) gives $\sum_k\Gamma_k(f)=0$. A sum of nonnegative numbers vanishes only if each of them does, so $|\langle w_k,f\rangle|^2=0$ and every amplitude is zero. Conversely, if all amplitudes vanish, so does their sum of squares, and (e) gives $\mathrm{Im}\,E=0$.

The word "closed" in the theorem's name refers to these amplitudes. A channel can be energetically accessible, with $w_k\neq0$, and still receive nothing from $f$ because the contributions of the mixed configurations cancel. The two bullets of the Lean proof are the two directions, and `Finset.sum_eq_zero_iff_of_nonneg` is the term-by-term step.

```lean
/-- A normalised eigenstate of the effective Hamiltonian has a real energy exactly when its
amplitude into every channel vanishes. -/
theorem real_energy_iff_all_channels_closed {H : V →ₗ[ℂ] V} (hH : H.IsSymmetric)
    (w : ι → V) {f : V} {E : ℂ} (hnorm : ‖f‖ = 1) (hf : effHam H w f = E • f) :
    E.im = 0 ↔ ∀ k, ⟪w k, f⟫_ℂ = 0 := by
  obtain ⟨hsum, hpos⟩ := total_width_eq_sum_partialWidth hH w hnorm hf
  constructor
  · intro hE k
    rw [hE, mul_zero] at hsum
    -- a vanishing sum of nonnegative widths vanishes term by term
    have hk := (Finset.sum_eq_zero_iff_of_nonneg fun j _ => hpos j).mp hsum.symm k
      (Finset.mem_univ k)
    exact norm_eq_zero.mp (pow_eq_zero_iff two_ne_zero |>.mp hk)
  · intro h
    have h0 : ∑ k, partialWidth (w k) f = 0 :=
      Finset.sum_eq_zero fun k _ => by simp [partialWidth, h k]
    linarith
```

## (g) The loss of norm in time

Suppose $i\psi'=H_{\rm eff}\psi$ at time $t$. Show that at this time

$$\frac{d}{dt}\|\psi(t)\|^2=-\sum_k\Gamma_k(\psi(t)).$$

The product rule with $\psi'=-iH_{\rm eff}\psi$ gives

$$\frac{d}{dt}\langle\psi,\psi\rangle=-i\langle\psi,H_{\rm eff}\psi\rangle+i\langle H_{\rm eff}\psi,\psi\rangle=-i\big(\langle\psi,H_{\rm eff}\psi\rangle-\langle H_{\rm eff}\psi,\psi\rangle\big).$$

By (c) and (b) the bracket equals $-i\sum_k\Gamma_k(\psi)$, and $(-i)(-i)=-1$.

The state need not be a resonance, and it need not be normalised. As long as $\psi(t)\ne0$, the loss rate relative to the surviving population is $\sum_k\Gamma_k(\psi)/\|\psi\|^2$. Reading a single term as the flow into channel $k$ is the physical interpretation of the model; the theorem concerns the sum.

The hypothesis `hψ` states the equation of motion at the single time `t`, and the existence of a solution is not addressed. In the proof, `hψ.inner ℂ hψ` is the product rule, `key` evaluates the derivative, and `Complex.reCLM` takes its real part.

```lean
/-- If a state obeys `i ψ' = H_eff ψ` at time `t`, its norm squared decreases at that time at
a rate equal to the sum of its partial widths. -/
theorem survival_loss_rate {H : V →ₗ[ℂ] V} (hH : H.IsSymmetric) (w : ι → V)
    {ψ : ℝ → V} {t : ℝ} (hψ : HasDerivAt ψ (-I • effHam H w (ψ t)) t) :
    HasDerivAt (fun s => ‖ψ s‖ ^ 2) (-∑ k, partialWidth (w k) (ψ t)) t := by
  have h := hψ.inner ℂ hψ
  have key : ⟪ψ t, -I • effHam H w (ψ t)⟫_ℂ + ⟪-I • effHam H w (ψ t), ψ t⟫_ℂ
      = ((-∑ k, partialWidth (w k) (ψ t) : ℝ) : ℂ) := by
    have a := effHam_antiHermitian hH w (ψ t) (ψ t)
    rw [sum_amplitudes] at a
    rw [inner_smul_right, inner_smul_left, map_neg, Complex.conj_I, Complex.ofReal_neg]
    linear_combination (-I) * a
      + ((∑ k, partialWidth (w k) (ψ t) : ℝ) : ℂ) * Complex.I_sq
  rw [key] at h
  have hre := Complex.reCLM.hasFDerivAt.comp_hasDerivAt t h
  have hfun : (fun s => ‖ψ s‖ ^ 2) = fun s => (⟪ψ s, ψ s⟫_ℂ).re :=
    funext fun s => (inner_self_eq_norm_sq (𝕜 := ℂ) (ψ s)).symm
  rw [hfun]
  exact hre
```

## (h) Two levels and two channels

Two configurations, numbered 0 and 1 as in Lean, have the same real energy $\varepsilon$ and are coupled with strength 6. Channels 0 and 1 couple only to level 0, with $w_0=(3,0)$ and $w_1=(4,0)$. Show that $f=(3/5,\,4i/5)$ is a normalised resonance with

$$E=\varepsilon-\frac{9i}{2},\qquad \Gamma_0(f)=\frac{81}{25},\qquad \Gamma_1(f)=\frac{144}{25}.$$

The norm squared is $9/25+16/25=1$. The channels contribute $-\tfrac i2(9+16)$ to the diagonal entry of level 0, so

$$H_{\rm eff}=\begin{pmatrix}\varepsilon-\frac{25i}{2}&6\\ 6&\varepsilon\end{pmatrix}.$$

Component 0 of $H_{\rm eff}f$ is

$$\frac{3\varepsilon}{5}-\frac{15i}{2}+\frac{24i}{5}=\frac{3\varepsilon}{5}-\frac{27i}{10}=\Big(\varepsilon-\frac{9i}{2}\Big)\frac35 ,$$

and component 1 is

$$\frac{18}{5}+\frac{4i\varepsilon}{5}=\Big(\varepsilon-\frac{9i}{2}\Big)\frac{4i}{5}.$$

The amplitudes are $\langle w_0,f\rangle=9/5$ and $\langle w_1,f\rangle=12/5$, and their squares are the stated partial widths. They add up to $225/25=9=-2\,\mathrm{Im}\,E$, in agreement with (e). Without the coupling, level 0 would have width 25. The resonance has only the weight $9/25$ on that level, which reduces the width to 9.

In Lean the state space is `EuclideanSpace ℂ (Fin 2)`, and the model, the channels and the state are defined first.

```lean
/-- Two levels of equal energy `ε`, coupled to each other with strength `6`. -/
def twoLevel (ε : ℝ) : EuclideanSpace ℂ (Fin 2) →ₗ[ℂ] EuclideanSpace ℂ (Fin 2) where
  toFun x := !₂[ε * x 0 + 6 * x 1, 6 * x 0 + ε * x 1]
  map_add' x y := by ext i; fin_cases i <;> simp <;> ring
  map_smul' c x := by ext i; fin_cases i <;> simp <;> ring

/-- Two decay channels that couple to the first level only, with strengths `3` and `4`. -/
def twoChannels : Fin 2 → EuclideanSpace ℂ (Fin 2) := ![!₂[3, 0], !₂[4, 0]]

/-- The state with amplitudes `3/5` and `4i/5` on the two levels. -/
def twoLevelState : EuclideanSpace ℂ (Fin 2) := !₂[3 / 5, 4 / 5 * I]
```

The theorem checks five statements: the model is Hermitian, the state has norm one, it satisfies the eigenvalue equation, and each of the two partial widths has its stated value. The eigenvalue equation is verified one component at a time, as above.

```lean
/-- The two-level model is Hermitian, and its state is a normalised resonance of energy
`ε - 9i/2` with partial widths `81/25` and `144/25`. -/
theorem total_width_witness (ε : ℝ) :
    (twoLevel ε).IsSymmetric ∧ ‖twoLevelState‖ = 1 ∧
    effHam (twoLevel ε) twoChannels twoLevelState = ((ε : ℂ) - 9 / 2 * I) • twoLevelState ∧
    partialWidth (twoChannels 0) twoLevelState = 81 / 25 ∧
    partialWidth (twoChannels 1) twoLevelState = 144 / 25 := by
  refine ⟨?_, ?_, ?_, ?_, ?_⟩
  · intro x y
    have h6 : conj (6 : ℂ) = 6 := by rw [map_ofNat]
    simp [twoLevel, PiLp.inner_apply, Fin.sum_univ_two]
    rw [h6]
    ring
  · rw [EuclideanSpace.norm_eq, Real.sqrt_eq_one]
    simp [twoLevelState, Fin.sum_univ_two]
    norm_num
  · rw [effHam_apply]
    ext i
    fin_cases i
    · have h3 : conj (3 : ℂ) = 3 := by rw [map_ofNat]
      have h4 : conj (4 : ℂ) = 4 := by rw [map_ofNat]
      simp [twoLevel, twoChannels, twoLevelState, PiLp.inner_apply, Fin.sum_univ_two]
      rw [h3, h4]
      ring
    · simp [twoLevel, twoChannels, twoLevelState, PiLp.inner_apply, Fin.sum_univ_two]
      linear_combination (18 / 5) * Complex.I_sq
  · simp [partialWidth, twoChannels, twoLevelState, PiLp.inner_apply, Fin.sum_univ_two]
    norm_num
  · simp [partialWidth, twoChannels, twoLevelState, PiLp.inner_apply, Fin.sum_univ_two]
    norm_num

end

end AugerPartialWidths
```

```lean
#print axioms AugerPartialWidths.total_width_eq_sum_partialWidth
-- 'AugerPartialWidths.total_width_eq_sum_partialWidth' depends on axioms: [propext, Classical.choice, Quot.sound]
#print axioms AugerPartialWidths.real_energy_iff_all_channels_closed
-- 'AugerPartialWidths.real_energy_iff_all_channels_closed' depends on axioms: [propext, Classical.choice, Quot.sound]
#print axioms AugerPartialWidths.survival_loss_rate
-- 'AugerPartialWidths.survival_loss_rate' depends on axioms: [propext, Classical.choice, Quot.sound]
```
